# Auxiliary-field determinants are positive when the whole band lies more than l/dt above or below the chemical potential

Let K be a real symmetric hopping matrix on N sites with levels e_j, let l ≥ 0 be a coupling, and let each time slice carry real fields s_i with |s_i| ≤ 1. Write one slice as

S(s) = exp(−dt K) · diag(exp(l s_i + dt mu)),

and let B be a product of such slices, each with its own fields. If

l < dt (e_j − mu) for every j, or l < dt (mu − e_j) for every j,

then det(1 + B) > 0.

In grand-canonical auxiliary-field Monte Carlo at finite temperature, det(1 + B) is the factor that one fermion species contributes to the weight of a field history. For a finite lattice with slices of this form, the criterion keeps this factor positive for every history and any number of slices. For dt > 0 the criterion says that mu lies outside the band, more than l/dt from its nearest edge. The first case is called nearly empty and the second nearly full, because without the field many slices would leave the levels almost unoccupied or almost filled.

```lean
import Mathlib

open Matrix

namespace SignFreeBands

noncomputable section

variable {n : Type*} [Fintype n] [DecidableEq n]
```

## Slices and field histories

The sites form a finite type `n`, and a field configuration is a function `n → ℝ`, so Ising fields s_i = ±1 are included. `NormedSpace.exp` is the true matrix exponential, not a truncated or split approximation to it. The time step `dt` may have either sign, which the treatment of holes will use.

```lean
/-- One time slice: hopping `exp(-dt K)` after the site factors `exp(l s_i + dt mu)`. -/
def slice (K : Matrix n n ℝ) (dt l mu : ℝ) (s : n → ℝ) : Matrix n n ℝ :=
  NormedSpace.exp ((-dt) • K) * diagonal (fun i => Real.exp (l * s i + dt * mu))
```

A history is a list of configurations, and its first entry gives the leftmost factor of B. All slices share the same K, dt, l and mu.

```lean
/-- The ordered product of the time slices for a history of auxiliary fields. -/
def propagator (K : Matrix n n ℝ) (dt l mu : ℝ) (fields : List (n → ℝ)) : Matrix n n ℝ :=
  (fields.map (slice K dt l mu)).prod
```

## Shortening every vector fixes the sign

Write |x|² = Σ_i x_i², which is `x ⬝ᵥ x` in Lean. The property needed of B is |Bx|² < |x|² for every x ≠ 0.

```lean
/-- The matrix strictly shortens every nonzero vector. -/
def Shrinks (A : Matrix n n ℝ) : Prop :=
  ∀ x : n → ℝ, x ≠ 0 → (A *ᵥ x) ⬝ᵥ (A *ᵥ x) < x ⬝ᵥ x
```

Suppose B has this property, and follow f(t) = det(1 + tB) from t = 0 to t = 1. It is continuous and f(0) = 1. If f(1) ≤ 0, there is a t in [0, 1] with f(t) = 0, and hence a vector x ≠ 0 with x = −t Bx. Then

|x|² = t² |Bx|² ≤ |Bx|² < |x|²,

which is impossible. In the proof, `intermediate_value_Icc'` supplies t, `exists_mulVec_eq_zero_iff` supplies x, and the last `nlinarith` combines the inequalities.

```lean
/-- If `B` shortens every nonzero vector, then `det(1 + B)` is positive. -/
theorem Shrinks.det_pos {B : Matrix n n ℝ} (hB : Shrinks B) : 0 < (1 + B).det := by
  by_contra hneg
  have hc : Continuous (fun t : ℝ => (1 + t • B).det) :=
    (continuous_const.add (continuous_id.smul continuous_const)).matrix_det
  -- a sign change would force a zero of det(1 + tB) on the way from t = 0 to t = 1
  obtain ⟨t, ht, hz⟩ := intermediate_value_Icc' (by norm_num : (0 : ℝ) ≤ 1) hc.continuousOn
    (show (0 : ℝ) ∈ Set.Icc _ _ from ⟨by simpa using hneg, by simp⟩)
  obtain ⟨x, hx, h0⟩ := Matrix.exists_mulVec_eq_zero_iff.mpr hz
  rw [add_mulVec, one_mulVec, smul_mulVec] at h0
  have e : x = (-t) • (B *ᵥ x) := by
    rw [neg_smul]
    exact eq_neg_of_add_eq_zero_left h0
  have key : x ⬝ᵥ x = ((-t) • (B *ᵥ x)) ⬝ᵥ ((-t) • (B *ᵥ x)) := by rw [← e]
  simp only [smul_dotProduct, dotProduct_smul, smul_eq_mul] at key
  have hW : 0 ≤ (B *ᵥ x) ⬝ᵥ (B *ᵥ x) := Finset.sum_nonneg fun i _ => mul_self_nonneg _
  have ht1 : 0 ≤ 1 - t * t := by nlinarith [ht.1, ht.2]
  nlinarith [hB x hx, mul_nonneg ht1 hW]
```

## One slice in the orbitals of K

Since K is real symmetric, K = U diag(e_j) Uᵀ with U orthogonal, and therefore

exp(−dt K) = U diag(exp(−dt e_j)) Uᵀ.

For real matrices the hypothesis `K.IsHermitian` means exactly that K is symmetric, and `hK.eigenvalues j` is e_j. The spectral theorem gives the decomposition, and `Matrix.exp_conj` takes the exponential inside it.

```lean
/-- For real symmetric `K` with eigenvalues `e_j`, there is an orthogonal `U` with
`exp(-dt K) = U diag(exp(-dt e_j)) Uᵀ`. -/
theorem exp_hopping {K : Matrix n n ℝ} (hK : K.IsHermitian) (dt : ℝ) :
    ∃ U : Matrix n n ℝ, Uᵀ * U = 1 ∧ U * Uᵀ = 1 ∧ NormedSpace.exp ((-dt) • K) =
      U * diagonal (fun j => Real.exp (-dt * hK.eigenvalues j)) * Uᵀ := by
  obtain ⟨U, h1, h2, h3⟩ : ∃ U : Matrix n n ℝ, Uᵀ * U = 1 ∧ U * Uᵀ = 1 ∧
      K = U * diagonal hK.eigenvalues * Uᵀ := by
    refine ⟨hK.eigenvectorUnitary, ?_, ?_, ?_⟩
    · exact Matrix.mem_unitaryGroup_iff'.mp hK.eigenvectorUnitary.2
    · exact Matrix.mem_unitaryGroup_iff.mp hK.eigenvectorUnitary.2
    · have h := hK.spectral_theorem
      rw [Unitary.conjStarAlgAut_apply] at h
      exact h
  have hd : (-dt) • K = U * diagonal ((-dt) • hK.eigenvalues) * Uᵀ := by
    rw [diagonal_smul, Matrix.mul_smul, Matrix.smul_mul]
    exact congrArg (fun M => (-dt) • M) h3
  have hv : NormedSpace.exp ((-dt) • hK.eigenvalues) =
      fun j => Real.exp (-dt * hK.eigenvalues j) := by
    ext j
    rw [Pi.coe_exp, Real.exp_eq_exp_ℝ, Pi.smul_apply, smul_eq_mul]
  refine ⟨U, h1, h2, ?_⟩
  rw [hd, ← inv_eq_right_inv h2, Matrix.exp_conj _ _ ⟨⟨U, Uᵀ, h2, h1⟩, rfl⟩,
    Matrix.exp_diagonal, hv]
```

Now apply a slice to x. The site factors produce y_i = exp(l s_i + dt mu) x_i, whose orbital amplitudes are z = Uᵀ y. Because U preserves length,

Σ_j z_j² = Σ_i y_i²,

|S(s) x|² = Σ_j (exp(−dt e_j) z_j)².

The local fact `iso` is this preservation of length. It is used once for Uᵀ and once for U.

```lean
/-- For real symmetric `K` with eigenvalues `e_j`, there is a real vector `z` with the same squared
length as `x` after the site factors, such that scaling each `z_j` by `exp(-dt e_j)` gives the
squared length of `x` after the whole slice. -/
theorem slice_amplitudes {K : Matrix n n ℝ} (hK : K.IsHermitian) (dt l mu : ℝ)
    (s x : n → ℝ) : ∃ z : n → ℝ,
      ∑ j, z j ^ 2 = ∑ i, (Real.exp (l * s i + dt * mu) * x i) ^ 2 ∧
      (slice K dt l mu s *ᵥ x) ⬝ᵥ (slice K dt l mu s *ᵥ x) =
        ∑ j, (Real.exp (-dt * hK.eigenvalues j) * z j) ^ 2 := by
  obtain ⟨U, h1, h2, hE⟩ := exp_hopping hK dt
  have iso : ∀ V : Matrix n n ℝ, Vᵀ * V = 1 → ∀ y : n → ℝ,
      (V *ᵥ y) ⬝ᵥ (V *ᵥ y) = y ⬝ᵥ y := by
    intro V hV y
    rw [Matrix.dotProduct_mulVec, ← mulVec_transpose, mulVec_mulVec, hV, one_mulVec]
  let y : n → ℝ := diagonal (fun i => Real.exp (l * s i + dt * mu)) *ᵥ x
  refine ⟨Uᵀ *ᵥ y, ?_, ?_⟩
  · have h := iso Uᵀ (by rw [transpose_transpose, h2]) y
    simpa only [y, dotProduct, mulVec_diagonal, ← sq] using h
  · have hs : slice K dt l mu s *ᵥ x =
        U *ᵥ (diagonal (fun j => Real.exp (-dt * hK.eigenvalues j)) *ᵥ (Uᵀ *ᵥ y)) := by
      simp only [slice, hE, y, mulVec_mulVec, Matrix.mul_assoc]
    rw [hs, iso U h1]
    simp only [dotProduct, mulVec_diagonal, ← sq]
```

In the nearly empty case, l < dt (e_j − mu) says that exp(−dt e_j) < exp(−(l + dt mu)) for every j. If some z_j is nonzero, then

|S(s) x|² < exp(−2(l + dt mu)) Σ_j z_j² = Σ_i exp(2l(s_i − 1)) x_i² ≤ Σ_i x_i².

The last step uses l ≥ 0 and s_i ≤ 1: a site factor is at most exp(l + dt mu), and every hopping factor exp(−dt e_j) lies below the inverse of this bound. If all z_j vanish, the left side is zero and the inequality is immediate. `Finset.sum_lt_sum` gives the strict step and `Finset.sum_le_sum` the final one.

```lean
/-- If `l ≥ 0`, `|s_i| ≤ 1` and `l < dt (e_j - mu)` for all levels of the real symmetric `K`,
a time slice shortens every nonzero vector. -/
theorem slice_shrinks {K : Matrix n n ℝ} (hK : K.IsHermitian) {dt l mu : ℝ} (hl : 0 ≤ l)
    {s : n → ℝ} (hs : ∀ i, |s i| ≤ 1) (h : ∀ j, l < dt * (hK.eigenvalues j - mu)) :
    Shrinks (slice K dt l mu s) := by
  intro x hx
  obtain ⟨z, hz, hS⟩ := slice_amplitudes hK dt l mu s x
  rw [hS]
  by_cases h0 : ∀ j, z j = 0
  · have hx0 : 0 < x ⬝ᵥ x := lt_of_le_of_ne (Finset.sum_nonneg fun i _ => mul_self_nonneg _)
      (Ne.symm (mt dotProduct_self_eq_zero.mp hx))
    exact (Finset.sum_eq_zero fun j _ => by simp [h0 j]).trans_lt hx0
  obtain ⟨j, hj⟩ : ∃ j, z j ≠ 0 := not_forall.mp h0
  have hlt : ∀ j, Real.exp (-dt * hK.eigenvalues j) < Real.exp (-(l + dt * mu)) :=
    fun j => Real.exp_lt_exp.2 (by nlinarith [h j])
  refine (Finset.sum_lt_sum (g := fun j => (Real.exp (-(l + dt * mu)) * z j) ^ 2)
    (fun i _ => ?_) ⟨j, Finset.mem_univ j, ?_⟩).trans_le ?_
  · simp only [mul_pow]
    exact mul_le_mul_of_nonneg_right
      (pow_le_pow_left₀ (Real.exp_pos _).le (hlt i).le 2) (sq_nonneg _)
  · simp only [mul_pow]
    exact mul_lt_mul_of_pos_right
      (pow_lt_pow_left₀ (hlt j) (Real.exp_pos _).le two_ne_zero) (by positivity)
  simp only [mul_pow (Real.exp (-(l + dt * mu))), ← Finset.mul_sum, hz]
  rw [Finset.mul_sum]
  refine Finset.sum_le_sum fun i _ => ?_
  -- the site factor never exceeds exp(l + dt mu)
  have e : Real.exp (-(l + dt * mu)) * (Real.exp (l * s i + dt * mu) * x i) =
      Real.exp (l * s i - l) * x i := by
    rw [← mul_assoc, ← Real.exp_add]
    congr 2
    ring
  have h1 : Real.exp (l * s i - l) ≤ 1 := Real.exp_le_one_iff.2 (by
    nlinarith [mul_nonneg hl (sub_nonneg.2 (abs_le.mp (hs i)).2)])
  rw [← mul_pow, e, mul_pow]
  nlinarith [mul_le_mul_of_nonneg_right (pow_le_one₀ (n := 2) (Real.exp_pos _).le h1)
    (sq_nonneg (x i))]
```

## Many slices in a nearly empty band

Let B = S P, where P is the product of the remaining slices and already shortens nonzero vectors. If Px ≠ 0, then

|S P x|² < |P x|² < |x|².

If Px = 0, then Bx = 0 and there is nothing more to show. Induction on the list extends this to every nonempty history. For the empty history B = 1, which shortens nothing, but there det(1 + B) = 2^N > 0 directly.

```lean
/-- Nearly empty band: for real symmetric `K`, `l ≥ 0`, fields bounded by one in modulus and
`l < dt (e_j - mu)` for all levels, `det(1 + B)` is positive. -/
theorem nearly_empty_det_pos {K : Matrix n n ℝ} (hK : K.IsHermitian) {dt l mu : ℝ}
    (hl : 0 ≤ l) (fields : List (n → ℝ)) (hs : ∀ s ∈ fields, ∀ i, |s i| ≤ 1)
    (h : ∀ j, l < dt * (hK.eigenvalues j - mu)) :
    0 < (1 + propagator K dt l mu fields).det := by
  by_cases hF : fields = []
  · have h2 : (1 + 1 : Matrix n n ℝ) = (2 : ℝ) • 1 := by rw [two_smul]
    rw [hF, propagator, List.map_nil, List.prod_nil, h2, det_smul, det_one]
    positivity
  apply Shrinks.det_pos
  induction fields with
  | nil => exact absurd rfl hF
  | cons s L ih =>
    have hS := slice_shrinks hK hl (hs s (by simp)) h
    by_cases hL : L = []
    · subst hL
      simpa [propagator] using hS
    intro x hx
    have hb := ih (fun r hr => hs r (List.mem_cons_of_mem _ hr)) hL x hx
    simp only [propagator, List.map_cons, List.prod_cons] at hb ⊢
    rw [← mulVec_mulVec]
    by_cases h0 : (L.map (slice K dt l mu)).prod *ᵥ x = 0
    · rw [h0] at hb ⊢
      rwa [mulVec_zero]
    · exact (hS _ h0).trans hb
```

## A nearly full band as a nearly empty band of holes

Reverse the signs of dt and of all fields, and call the resulting product C. For one slice, with D = diag(exp(l s_i + dt mu)), the reversed slice is exp(dt K) D⁻¹, so

(exp(−dt K) D)ᵀ · exp(dt K) D⁻¹ = D exp(−dt K) exp(dt K) D⁻¹ = 1.

In a longer product these pairs cancel from the inside outwards, which gives Bᵀ C = 1. Each slice also has determinant

exp(−dt Σ_j e_j) · Π_i exp(l s_i + dt mu) > 0,

so det B > 0. Both statements are proved in a single induction, with `hT` for the cancellation in one slice and `hS` for its positive determinant.

```lean
/-- Particle-hole relation: for real symmetric `K`, `det B` is positive, and reversing the
signs of `dt` and of all fields turns `B` into its inverse transpose. -/
theorem particle_hole {K : Matrix n n ℝ} (hK : K.IsHermitian) (dt l mu : ℝ)
    (fields : List (n → ℝ)) : 0 < (propagator K dt l mu fields).det ∧
      (propagator K dt l mu fields)ᵀ *
        propagator K (-dt) l mu (fields.map fun s => -s) = 1 := by
  induction fields with
  | nil => simp [propagator]
  | cons s L ih =>
    have hS : 0 < (slice K dt l mu s).det := by
      obtain ⟨U, _, h2, hE⟩ := exp_hopping hK dt
      have hu : U.det * Uᵀ.det = 1 := by rw [← det_mul, h2, det_one]
      rw [slice, det_mul, hE, det_mul, det_mul, mul_right_comm U.det, hu, one_mul,
        det_diagonal, det_diagonal]
      exact mul_pos (Finset.prod_pos fun _ _ => Real.exp_pos _)
        (Finset.prod_pos fun _ _ => Real.exp_pos _)
    have hT : (slice K dt l mu s)ᵀ * slice K (-dt) l mu (-s) = 1 := by
      have hsym : ((-dt) • K)ᵀ = (-dt) • K := by
        rw [transpose_smul, ← conjTranspose_eq_transpose_of_trivial, hK.eq]
      have hE : NormedSpace.exp ((-dt) • K) * NormedSpace.exp ((- -dt) • K) = 1 := by
        rw [← Matrix.exp_add_of_commute _ _ (((Commute.refl K).smul_left _).smul_right _),
          ← add_smul, add_neg_cancel, zero_smul, NormedSpace.exp_zero]
      unfold slice
      rw [transpose_mul, diagonal_transpose, ← Matrix.exp_transpose, hsym, Matrix.mul_assoc,
        ← Matrix.mul_assoc (NormedSpace.exp ((-dt) • K)), hE, Matrix.one_mul,
        diagonal_mul_diagonal, ← diagonal_one]
      refine congrArg diagonal (funext fun i => ?_)
      rw [← Real.exp_add, Real.exp_eq_one_iff, Pi.neg_apply]
      ring
    simp only [propagator, List.map_cons, List.prod_cons] at ih ⊢
    refine ⟨by rw [det_mul]; exact mul_pos hS ih.1, ?_⟩
    rw [transpose_mul, Matrix.mul_assoc, ← Matrix.mul_assoc (slice K dt l mu s)ᵀ, hT,
      Matrix.one_mul]
    exact ih.2
```

From Bᵀ C = 1 it follows that (1 + B)ᵀ = Bᵀ (1 + C), and therefore

det(1 + B) = det B · det(1 + C).

The nearly empty criterion for C reads l < (−dt)(e_j − mu) = dt (mu − e_j), which is the nearly full criterion for B. The reversed fields still satisfy |−s_i| ≤ 1, so both factors are positive.

In the theorem, `hs` is the bound on the fields and the disjunction `h` holds the two cases. The bound leaves out unbounded fields such as Gaussian ones, and real K leaves out hopping with complex phases.

```lean
/-- Let `K` be real symmetric, `l ≥ 0` and all fields bounded by one in modulus. If
`l < dt (e_j - mu)` for all levels, or `l < dt (mu - e_j)` for all levels, then
`det(1 + B)` is positive. -/
theorem det_one_add_propagator_pos {K : Matrix n n ℝ} (hK : K.IsHermitian) {dt l mu : ℝ}
    (hl : 0 ≤ l) (fields : List (n → ℝ)) (hs : ∀ s ∈ fields, ∀ i, |s i| ≤ 1)
    (h : (∀ j, l < dt * (hK.eigenvalues j - mu)) ∨ (∀ j, l < dt * (mu - hK.eigenvalues j))) :
    0 < (1 + propagator K dt l mu fields).det := by
  rcases h with h | h
  · exact nearly_empty_det_pos hK hl fields hs h
  -- a nearly full band is a nearly empty band of holes
  obtain ⟨hd, hT⟩ := particle_hole hK dt l mu fields
  have e : (1 + propagator K dt l mu fields)ᵀ = (propagator K dt l mu fields)ᵀ *
      (1 + propagator K (-dt) l mu (fields.map fun s => -s)) := by
    rw [transpose_add, transpose_one, Matrix.mul_add, Matrix.mul_one, hT, add_comm]
  rw [← det_transpose, e, det_mul, det_transpose]
  refine mul_pos hd (nearly_empty_det_pos hK hl _ ?_ fun j => by nlinarith [h j])
  intro r hr i
  obtain ⟨s, hm, rfl⟩ := List.mem_map.mp hr
  rw [Pi.neg_apply, abs_neg]
  exact hs s hm i
```

The criterion is sufficient but not necessary. On a single site B is a positive number, so 1 + B > 0 wherever the level lies.

The same argument handles two spin species that couple to the field with opposite signs, as in the usual spin decoupling of the repulsive Hubbard model. The second species sees −s_i, which obeys the same bound. If each species satisfies one of the two criteria with its own chemical potential, the weight is, up to a positive factor, a product of two positive determinants.

## The Hubbard coupling and small time steps

For that decoupling the coupling is set by cosh l = exp(dt U/2), where U now stands for the on-site repulsion, not for the orthogonal matrix used above, and mu includes the shift that the decoupling produces. Let Δ be the distance from mu to the nearest band edge, with mu outside the band, so that the criterion reads l < dt Δ. Since cosh l ≤ exp(l²/2),

dt U ≤ l² < dt² Δ², and hence U < dt Δ².

At fixed U > 0 and fixed Δ, the criterion must therefore fail once dt is small enough: l shrinks only like √(dt U), while dt Δ shrinks linearly. A simulation of this model extrapolated to dt → 0 eventually leaves the range where the criterion guarantees positive weights, though this does not mean that negative weights appear there.

In Lean, Δ is simply a real number with `l < dt * Δ`. `Real.cosh_le_exp_half_sq` provides the bound on cosh l, and the closing lines cancel one factor of dt > 0.

```lean
/-- For the Hubbard coupling `cosh l = exp(dt U / 2)` with `l ≥ 0` and `dt > 0`, the criterion
`l < dt Δ` requires `U < dt Δ²`. -/
theorem criterion_needs_coarse_step {dt l U Δ : ℝ} (hdt : 0 < dt) (hl : 0 ≤ l)
    (hc : Real.cosh l = Real.exp (dt * U / 2)) (h : l < dt * Δ) : U < dt * Δ ^ 2 := by
  have h1 : dt * U / 2 ≤ l ^ 2 / 2 := by
    rw [← Real.exp_le_exp, ← hc]
    exact Real.cosh_le_exp_half_sq l
  have h2 : l ^ 2 < (dt * Δ) ^ 2 := pow_lt_pow_left₀ h hl two_ne_zero
  refine lt_of_mul_lt_mul_left ?_ hdt.le
  nlinarith

end

end SignFreeBands
```

```lean
#print axioms SignFreeBands.nearly_empty_det_pos
-- 'SignFreeBands.nearly_empty_det_pos' depends on axioms: [propext, Classical.choice, Quot.sound]
#print axioms SignFreeBands.det_one_add_propagator_pos
-- 'SignFreeBands.det_one_add_propagator_pos' depends on axioms: [propext, Classical.choice, Quot.sound]
#print axioms SignFreeBands.criterion_needs_coarse_step
-- 'SignFreeBands.criterion_needs_coarse_step' depends on axioms: [propext, Classical.choice, Quot.sound]
```
